# Static susceptibility of a finite quantum Gibbs state as a Kubo correlation

Take a two-level system with H = hσz, h > 0, at inverse temperature b > 0, and perturb it by sσx, where σx and σz are Pauli matrices: the thermal average of σx then changes at the rate −tanh(bh)/h at s = 0, whereas −b times the ordinary variance of σx would give −b. The two differ because σx does not commute with H, and the theorem `static_susceptibility` below gives the correct rate for every Hermitian matrix H of finite, nonzero size.

```lean
import Mathlib

open NormedSpace (exp)
open scoped Matrix Matrix.Norms.Operator ComplexOrder

namespace QuantumStaticSusceptibility

noncomputable section

variable {n : Type*} [Fintype n] [DecidableEq n]

/-- The partition function `Z = tr exp(-bH)`. -/
def partitionFunction (H : Matrix n n ℂ) (b : ℝ) : ℂ := (exp ((-b) • H)).trace

/-- The Gibbs state `ρ = exp(-bH) / Z`. -/
def gibbsState (H : Matrix n n ℂ) (b : ℝ) : Matrix n n ℂ :=
  (partitionFunction H b)⁻¹ • exp ((-b) • H)

/-- The Gibbs average `⟨A⟩ = tr(ρ A)`. -/
def gibbsAverage (H : Matrix n n ℂ) (b : ℝ) (A : Matrix n n ℂ) : ℂ :=
  (gibbsState H b * A).trace

/-- The real power `ρ^u = Z^(-u) exp(-ubH)` of the Gibbs state. -/
def gibbsPower (H : Matrix n n ℂ) (b u : ℝ) : Matrix n n ℂ :=
  (partitionFunction H b) ^ (-(u : ℂ)) • exp (u • (-b) • H)

/-- The Kubo correlation: the integral of `tr(ρ^(1-u) V ρ^u A)` over `u` in `[0,1]`. -/
def kuboCorrelation (H : Matrix n n ℂ) (b : ℝ) (V A : Matrix n n ℂ) : ℂ :=
  ∫ u in (0 : ℝ)..1, (gibbsPower H b (1 - u) * V * gibbsPower H b u * A).trace

/-- The Duhamel integrand `tr(exp((1-u)X) Y exp(u(X+sY)) A)`. -/
def duhamelKernel (X Y A : Matrix n n ℂ) (s u : ℝ) : ℂ :=
  (exp ((1 - u) • X) * Y * exp (u • (X + s • Y)) * A).trace

/-- The Duhamel integrand is jointly continuous in the coupling `s` and in `u`. -/
theorem continuous_duhamelKernel (X Y A : Matrix n n ℂ) :
    Continuous (fun p : ℝ × ℝ => duhamelKernel X Y A p.1 p.2) := by
  have hexp : Continuous (exp : Matrix n n ℂ → Matrix n n ℂ) := NormedSpace.exp_continuous
  have c1 : Continuous fun p : ℝ × ℝ => (1 - p.2) • X := by fun_prop
  have c2 : Continuous fun p : ℝ × ℝ => p.2 • (X + p.1 • Y) := by fun_prop
  exact ((((hexp.comp c1).mul continuous_const).mul (hexp.comp c2)).mul
    continuous_const).matrix_trace

set_option maxHeartbeats 400000 in
/-- The `u`-derivative of `tr(exp((1-u)X) exp(u(X+sY)) A)` is `s` times the Duhamel integrand. -/
theorem hasDerivAt_interpolation (X Y A : Matrix n n ℂ) (s u : ℝ) :
    HasDerivAt (fun u : ℝ => (exp ((1 - u) • X) * exp (u • (X + s • Y)) * A).trace)
      (s * duhamelKernel X Y A s u) u := by
  let L : Matrix n n ℂ →L[ℝ] ℂ := ⟨Matrix.traceLinearMap n ℝ ℂ, continuous_id.matrix_trace⟩
  have h1 : HasDerivAt (fun u : ℝ => exp ((1 - u) • X)) (-(exp ((1 - u) • X) * X)) u :=
    HasDerivAt.comp_const_sub 1 u (hasDerivAt_exp_smul_const X (1 - u))
  have h2 : HasDerivAt (fun u : ℝ => exp (u • (X + s • Y)))
      ((X + s • Y) * exp (u • (X + s • Y))) u := hasDerivAt_exp_smul_const' (X + s • Y) u
  -- the terms without Y cancel
  have alg : ∀ E F : Matrix n n ℂ,
      (-(E * X) * F + E * ((X + s • Y) * F)) * A = s • (E * Y * F * A) := by
    intro E F
    simp only [add_mul, mul_add, neg_mul, smul_mul_assoc, mul_smul_comm, mul_assoc]
    abel
  have h3 := L.hasFDerivAt.comp_hasDerivAt u ((h1.fun_mul h2).mul_const A)
  refine HasDerivAt.congr_deriv h3 ?_
  change Matrix.trace _ = _
  rw [duhamelKernel, ← Complex.real_smul, ← Matrix.trace_smul]
  exact congrArg Matrix.trace (alg _ _)

set_option maxHeartbeats 400000 in
/-- Duhamel's identity under the trace, for a perturbation `sY` of any finite strength. -/
theorem duhamel_trace (X Y A : Matrix n n ℂ) (s : ℝ) :
    (exp (X + s • Y) * A).trace - (exp X * A).trace
      = s * ∫ u in (0 : ℝ)..1, duhamelKernel X Y A s u := by
  have hp : Continuous fun u : ℝ => ((s, u) : ℝ × ℝ) := by fun_prop
  have hcomp := (continuous_duhamelKernel X Y A).comp hp
  have hk : Continuous fun u : ℝ => duhamelKernel X Y A s u := by
    simpa only [Function.comp_def] using hcomp
  have hc : Continuous fun u : ℝ => (s : ℂ) * duhamelKernel X Y A s u :=
    continuous_const.mul hk
  have h := intervalIntegral.integral_eq_sub_of_hasDerivAt
    (fun u _ => hasDerivAt_interpolation X Y A s u) (hc.intervalIntegrable 0 1)
  rw [intervalIntegral.integral_const_mul] at h
  rw [h]
  simp only [sub_self, sub_zero, zero_smul, one_smul, NormedSpace.exp_zero, one_mul, mul_one]

/-- First-order change of `tr(exp(X+sY) A)` at `s = 0`, for `X` and `Y` that need not commute. -/
theorem hasDerivAt_trace_exp (X Y A : Matrix n n ℂ) :
    HasDerivAt (fun s : ℝ => (exp (X + s • Y) * A).trace)
      (∫ u in (0 : ℝ)..1, duhamelKernel X Y A 0 u) 0 := by
  rw [hasDerivAt_iff_tendsto_slope_zero]
  have hc : Continuous fun s : ℝ => ∫ u in (0 : ℝ)..1, duhamelKernel X Y A s u :=
    intervalIntegral.continuous_parametric_intervalIntegral_of_continuous'
      (f := duhamelKernel X Y A) (continuous_duhamelKernel X Y A) 0 1
  -- the difference quotient is the Duhamel integral, which is continuous in s
  refine ((hc.tendsto 0).mono_left nhdsWithin_le_nhds).congr' ?_
  filter_upwards [self_mem_nhdsWithin] with s hs
  have hs' : (s : ℂ) ≠ 0 := Complex.ofReal_ne_zero.mpr hs
  simp only [zero_add, zero_smul, add_zero]
  rw [duhamel_trace, Complex.real_smul, Complex.ofReal_inv, inv_mul_cancel_left₀ hs']

/-- The partition function of a Hermitian Hamiltonian is real and strictly positive. -/
theorem partitionFunction_pos [Nonempty n] {H : Matrix n n ℂ} (hH : H.IsHermitian) (b : ℝ) :
    0 < partitionFunction H b := by
  have hh : ((-b / 2) • H).IsHermitian := by
    change ((-b / 2) • H)ᴴ = _
    rw [Matrix.conjTranspose_smul, hH.eq, star_trivial]
  -- split the Boltzmann operator as K†K
  have hK : exp ((-b) • H) = (exp ((-b / 2) • H))ᴴ * exp ((-b / 2) • H) := by
    rw [hh.exp.eq, ← Matrix.exp_add_of_commute _ _ (Commute.refl _), ← add_smul, add_halves]
  have h0 : exp ((-b / 2) • H) ≠ 0 := (Matrix.isUnit_exp _).ne_zero
  rw [partitionFunction, hK]
  refine lt_of_le_of_ne ?_
    (fun h => h0 (Matrix.trace_conjTranspose_mul_self_eq_zero_iff.mp h.symm))
  rw [Matrix.trace]
  refine Finset.sum_nonneg fun i _ => ?_
  rw [Matrix.diag_apply, Matrix.mul_apply]
  exact Finset.sum_nonneg fun j _ => star_mul_self_nonneg (exp ((-b / 2) • H) j i)

/-- The powers of the Gibbs state satisfy `ρ^u ρ^v = ρ^(u+v)` and `ρ^1 = ρ`. -/
theorem gibbsPower_semigroup [Nonempty n] {H : Matrix n n ℂ} (hH : H.IsHermitian) (b : ℝ) :
    (∀ u v : ℝ, gibbsPower H b u * gibbsPower H b v = gibbsPower H b (u + v)) ∧
      gibbsPower H b 1 = gibbsState H b := by
  refine ⟨fun u v => ?_, ?_⟩
  · have hcomm : Commute (u • (-b) • H) (v • (-b) • H) :=
      ((Commute.refl ((-b) • H)).smul_left u).smul_right v
    unfold gibbsPower
    rw [smul_mul_smul_comm, ← Matrix.exp_add_of_commute _ _ hcomm, ← add_smul,
      ← Complex.cpow_add _ _ (partitionFunction_pos hH b).ne', Complex.ofReal_add, neg_add]
  · rw [gibbsPower, gibbsState, Complex.ofReal_one, Complex.cpow_neg_one, one_smul]

/-- The Kubo correlation of `V` with the identity is the Gibbs average of `V`. -/
theorem kuboCorrelation_one [Nonempty n] {H : Matrix n n ℂ} (hH : H.IsHermitian) (b : ℝ)
    (V : Matrix n n ℂ) : kuboCorrelation H b V 1 = gibbsAverage H b V := by
  have h : ∀ u : ℝ, (gibbsPower H b (1 - u) * V * gibbsPower H b u * 1).trace
      = gibbsAverage H b V := by
    intro u
    rw [mul_one, Matrix.trace_mul_comm, ← mul_assoc, (gibbsPower_semigroup hH b).1,
      add_sub_cancel, (gibbsPower_semigroup hH b).2, gibbsAverage]
  simp only [kuboCorrelation, h]
  rw [intervalIntegral.integral_const, sub_zero, one_smul]

/-- The Duhamel integrand at zero coupling, written with powers of the Gibbs state. -/
theorem duhamelKernel_gibbs [Nonempty n] {H : Matrix n n ℂ} (hH : H.IsHermitian) (b : ℝ)
    (V A : Matrix n n ℂ) (u : ℝ) :
    duhamelKernel ((-b) • H) ((-b) • V) A 0 u = -(b : ℂ) * partitionFunction H b *
      (gibbsPower H b (1 - u) * V * gibbsPower H b u * A).trace := by
  have hZ := (partitionFunction_pos hH b).ne'
  have hz : partitionFunction H b ^ (-((1 - u : ℝ) : ℂ)) * partitionFunction H b ^ (-(u : ℂ))
      * partitionFunction H b = 1 := by
    rw [← Complex.cpow_add _ _ hZ,
      show -((1 - u : ℝ) : ℂ) + -(u : ℂ) = -1 by push_cast; ring,
      Complex.cpow_neg_one, inv_mul_cancel₀ hZ]
  simp only [duhamelKernel, gibbsPower, zero_smul, add_zero, mul_smul_comm, smul_mul_assoc,
    Matrix.trace_smul, smul_eq_mul, Complex.real_smul]
  rw [Complex.ofReal_neg]
  linear_combination
    ((b : ℂ) * (exp ((1 - u) • (-b) • H) * V * exp (u • (-b) • H) * A).trace) * hz

/-- Quantum static susceptibility: the derivative at `s = 0` of the Gibbs average of `A` under `H +
sV` is `-b (C - ⟨V⟩⟨A⟩)`, where `H` is Hermitian, `C` is the Kubo correlation of `V` and `A`, and
the averages in the formula are those under `H`. -/
theorem static_susceptibility [Nonempty n] {H : Matrix n n ℂ} (hH : H.IsHermitian) (b : ℝ)
    (V A : Matrix n n ℂ) :
    HasDerivAt (fun s : ℝ => gibbsAverage (H + s • V) b A)
      (-(b : ℂ) * (kuboCorrelation H b V A - gibbsAverage H b V * gibbsAverage H b A)) 0 := by
  have hZ := (partitionFunction_pos hH b).ne'
  have key : ∀ B : Matrix n n ℂ, HasDerivAt
      (fun s : ℝ => (exp ((-b) • (H + s • V)) * B).trace)
      (-(b : ℂ) * partitionFunction H b * kuboCorrelation H b V B) 0 := by
    intro B
    have h := hasDerivAt_trace_exp ((-b) • H) ((-b) • V) B
    simp only [duhamelKernel_gibbs hH, intervalIntegral.integral_const_mul] at h
    have e : ∀ s : ℝ, (-b) • (H + s • V) = (-b) • H + s • (-b) • V := by
      intro s
      rw [smul_add, smul_comm (-b) s V]
    simp only [e]
    exact h
  -- the average is a quotient of two traces; B = 1 gives the partition function
  have e2 : (fun s : ℝ => gibbsAverage (H + s • V) b A) = fun s : ℝ =>
      (exp ((-b) • (H + s • V)) * A).trace / (exp ((-b) • (H + s • V)) * 1).trace := by
    funext s
    simp only [gibbsAverage, gibbsState, partitionFunction, smul_mul_assoc,
      Matrix.trace_smul, smul_eq_mul, mul_one, div_eq_inv_mul]
  have hD : (exp ((-b) • H)).trace = partitionFunction H b := rfl
  have hN : (exp ((-b) • H) * A).trace = partitionFunction H b * gibbsAverage H b A := by
    rw [gibbsAverage, gibbsState, smul_mul_assoc, Matrix.trace_smul, smul_eq_mul,
      mul_inv_cancel_left₀ hZ]
  have hne : (exp ((-b) • (H + (0 : ℝ) • V)) * 1).trace ≠ 0 := by
    rw [zero_smul, add_zero, mul_one, hD]
    exact hZ
  rw [e2]
  refine ((key A).fun_div (key 1) hne).congr_deriv ?_
  rw [zero_smul, add_zero, mul_one, hD, hN, kuboCorrelation_one hH,
    div_eq_iff (pow_ne_zero 2 hZ)]
  ring

/-- The Kubo correlation is unchanged when `V` and `A` are exchanged. -/
theorem kuboCorrelation_symm (H : Matrix n n ℂ) (b : ℝ) (V A : Matrix n n ℂ) :
    kuboCorrelation H b V A = kuboCorrelation H b A V := by
  -- reflect u to 1 - u, then use cyclicity of the trace
  have h := intervalIntegral.integral_comp_sub_left (a := 0) (b := 1)
    (fun u : ℝ => (gibbsPower H b (1 - u) * A * gibbsPower H b u * V).trace) 1
  simp only [sub_self, sub_zero, sub_sub_cancel] at h
  unfold kuboCorrelation
  rw [← h]
  refine intervalIntegral.integral_congr fun u _ => ?_

  rw [mul_assoc (gibbsPower H b (1 - u) * V), Matrix.trace_mul_comm, ← mul_assoc]

end

end QuantumStaticSusceptibility
```

```lean
#print axioms QuantumStaticSusceptibility.static_susceptibility
-- 'QuantumStaticSusceptibility.static_susceptibility' depends on axioms: [propext, Classical.choice, Quot.sound]
#print axioms QuantumStaticSusceptibility.kuboCorrelation_symm
-- 'QuantumStaticSusceptibility.kuboCorrelation_symm' depends on axioms: [propext, Classical.choice, Quot.sound]
```

## The two-level rate, computed twice

The matrix hσz + sσx has eigenvalues ±r with r = √(h² + s²), so the average of σx can be written down directly:

⟨σx⟩ₛ = −(s/r) tanh(br).

Its derivative at s = 0 is −tanh(bh)/h.

The same number comes from the unperturbed Gibbs state ρ = exp(−bH)/Z, where Z = tr exp(−bH) = 2 cosh(bh). Since ρ is diagonal and σx exchanges the two levels,

tr(ρ^(1−u) σx ρ^u σx) = cosh(bh(1−2u))/cosh(bh).

Integrated over u from 0 to 1, this gives tanh(bh)/(bh). The average ⟨σx⟩ vanishes at s = 0, so multiplying by −b reproduces the rate. The integrand equals 1 at u = 0 and is smaller inside the interval; the integral averages over the ways of splitting ρ into a power on each side of the perturbation.

## Response at fixed temperature

For general V and A, write ⟨A⟩ = tr(ρA) and

C(V,A) = ∫₀¹ tr(ρ^(1−u) V ρ^u A) du.

The theorem says that

d⟨A⟩ₛ/ds at s = 0 equals −b (C(V,A) − ⟨V⟩⟨A⟩),

where ⟨A⟩ₛ is the Gibbs average under H + sV at the same b.

In Lean, `n` is the finite index set of a basis, and `Matrix n n ℂ` contains the Hamiltonian and the observables. The definitions `partitionFunction`, `gibbsState`, `gibbsAverage` and `kuboCorrelation` are Z, ρ, ⟨A⟩ and C(V,A). The conclusion `HasDerivAt` says that the average is differentiable at s = 0 with the stated derivative.

The hypothesis `hH` makes H Hermitian, and `[Nonempty n]` excludes the zero-dimensional space. V and A may be any complex matrices, although physical observables are Hermitian. The number b may be any real; physically it is 1/(k_B T), with k_B the Boltzmann constant and T the temperature. The sign convention is H + sV, so a field f coupled as H − fM corresponds to s = −f and V = M, and the response of M to f at f = 0 is then +b (C(M,M) − ⟨M⟩²), with C(M,M) and ⟨M⟩ as defined above.

The power ρ^u is defined by `gibbsPower` as Z^(−u) exp(−ubH). For Hermitian H this is the usual power: an energy eigenstate with probability p receives the factor p^u. The lemma `gibbsPower_semigroup` proves the two properties needed here, ρ^u ρ^v = ρ^(u+v) and ρ^1 = ρ.

For a Hamiltonian in a finite basis, the result turns an isothermal response, such as that of the spin magnetisation to a weak static field, into quantities of the unperturbed system: the averages ⟨V⟩ and ⟨A⟩, and the correlation tr(ρ V(τ) A), with V(τ) = exp(τH) V exp(−τH), averaged over the imaginary time τ = ub from 0 to b. It concerns equilibrium at fixed b, not the frequency-dependent Kubo response of a system evolving in time. Infinite-dimensional Hilbert spaces and the thermodynamic limit are not covered.

## Moving the perturbation through the exponential

Set X = −bH and Y = −bV. Because X and Y need not commute, exp(X + sY) cannot be differentiated as if they were numbers. Interpolate between the unperturbed and perturbed exponentials instead:

g(u) = tr(exp((1−u)X) exp(u(X+sY)) A).

The product rule gives −X from the first factor and X + sY from the second, both standing between the exponentials. The X terms cancel, leaving

g′(u) = s D(s,u), with D(s,u) = tr(exp((1−u)X) Y exp(u(X+sY)) A).

This is `hasDerivAt_interpolation`; its local identity `alg` is the cancellation, and D is `duhamelKernel`. Integrating from u = 0 to u = 1 gives `duhamel_trace`, Duhamel's identity at any finite s:

tr(exp(X+sY) A) − tr(exp(X) A) = s ∫₀¹ D(s,u) du.

For s ≠ 0, division by s leaves exactly the integral on the right. By `continuous_duhamelKernel`, D is jointly continuous in s and u, so the integral is continuous in s and its limit is its value at s = 0. Thus `hasDerivAt_trace_exp` obtains

d/ds tr(exp(X+sY) A) at s = 0 equals ∫₀¹ D(0,u) du.

No power series in s is needed.

## From exponentials to the Gibbs state

Normalisation requires Z ≠ 0, and this is where Hermiticity of H enters. Put K = exp(−bH/2). Then K is Hermitian and invertible, and

Z = tr(K†K) = Σᵢⱼ |Kᵢⱼ|² > 0.

The lemma `partitionFunction_pos` follows this argument: it splits the exponential, shows that the trace is a sum of nonnegative terms, and excludes zero because K is not the zero matrix.

Now exp((1−u)X) = Z^(1−u) ρ^(1−u) and exp(uX) = Z^u ρ^u. The powers of Z combine to a single Z, and Y supplies −b:

D(0,u) = −bZ tr(ρ^(1−u) V ρ^u A).

This is `duhamelKernel_gibbs`. Define N_B(s) = tr(exp(−b(H+sV)) B) for any matrix B. Integrating the last equation, with B in place of A, gives

N_B′(0) = −bZ C(V,B),

which is the statement `key` inside the main proof.

For B = 1, the identity matrix, cyclicity of the trace joins the two powers of ρ:

tr(ρ^(1−u) V ρ^u) = tr(ρ^u ρ^(1−u) V) = tr(ρV) = ⟨V⟩.

The integrand no longer depends on u, so C(V,1) = ⟨V⟩, as `kuboCorrelation_one` states. Hence the partition function N₁ has derivative −bZ⟨V⟩.

The perturbed average is the quotient N_A(s)/N₁(s), with N_A(0) = Z⟨A⟩ and N₁(0) = Z. The quotient rule gives

[−bZ C(V,A) · Z − Z⟨A⟩ · (−bZ⟨V⟩)]/Z² = −b (C(V,A) − ⟨V⟩⟨A⟩).

The subtracted product is therefore the response of the normalisation. In `static_susceptibility`, `e2` writes the average as this quotient, `fun_div` applies the quotient rule, and `ring` completes the algebra.

## Exchanging source and observable

Replace u by 1−u in C(A,V) and rotate the trace:

tr(ρ^u A ρ^(1−u) V) = tr(ρ^(1−u) V ρ^u A).

Therefore C(V,A) = C(A,V). The theorem `kuboCorrelation_symm` proves this by the same reflection of the integration variable followed by cyclicity, and it does not need H to be Hermitian. When H is Hermitian, the susceptibility formula then shows that the static response of A to V equals that of V to A.

## Where the ordinary covariance goes wrong

A tempting slip is to move ρ^u past V and replace C(V,A) by tr(ρVA). That step is valid when V commutes with H, but not in general. In the two-level example it predicts a response of magnitude b, which grows without bound on cooling, while the true magnitude tanh(bh)/h saturates at 1/h.

## The same correlation as a sum over levels

The correlation could also have been defined in an eigenbasis of H, with energies Eₘ and probabilities pₘ. For b ≠ 0, each ordered pair (m,k) of eigenstates with different energies contributes

Vₘₖ Aₖₘ (pₘ − pₖ)/(b(Eₖ − Eₘ)),

and a pair with equal energies, including m = k, contributes pₘ Vₘₖ Aₖₘ. This form suits exact diagonalisation, but it requires a choice of eigenbasis and a separate treatment of degeneracies. The integral treats both cases together and keeps the statement independent of the basis.
